# Diagonalising a two-mode bosonic pair Hamiltonian for |B| < A

## Modes, mixing and the quasiparticle energy

Let a and b be the annihilation operators of two bosonic modes, with creation operators a† and b†. They obey the canonical commutation relations (CCR)

[a, a†] = 1, [b, b†] = 1,

[a, b] = [a, b†] = [b, a†] = [a†, b†] = 0.

For real numbers A and B, the pair Hamiltonian is

H = A(a†a + b†b) + B(ab + a†b†).

The first term counts bosons. The second annihilates or creates them in pairs, one in each mode. A and B are energies and |B| < A is assumed, so that

E = √(A² − B²)

is positive. For real, dimensionless u and v, define the mixed operators

p = ua + vb†, q = ub + va†,

p† = ua† + vb, q† = ub† + va.

The result has two parts. First, there are real u and v with

u² − v² = 1, u² + v² = A/E, 2uv = B/E.

Second, for any such u and v, the operators p and q obey the CCR, and

H = E(p†p + q†q) + E − A.

## From pairs to independent quasiparticles

**The commutators.** Only [a, a†] and [b, b†] are nonzero, so

[p, p†] = u²[a, a†] + v²[b†, b] = u² − v² = 1,

and [q, q†] = 1 in the same way. Two of the other commutators vanish by cancellation:

[p, q] = uv[a, a†] + uv[b†, b] = uv − uv = 0,

[p†, q†] = uv[a†, a] + uv[b, b†] = −uv + uv = 0.

In [p, q†] and [q, p†] every term is zero separately.

**The number operators.** Multiplying out gives

p†p = u²a†a + uv(a†b† + ba) + v²bb†,

q†q = u²b†b + uv(b†a† + ab) + v²aa†.

Replace aa† by a†a + 1 and bb† by b†b + 1, then add:

p†p + q†q = (u² + v²)(a†a + b†b) + 2uv(ab + a†b†) + 2v².

Multiply by E. The conditions on u and v turn the first two coefficients into A and B. Subtracting u² − v² = 1 from u² + v² = A/E gives 2v² = A/E − 1, so the constant is A − E. Hence E(p†p + q†q) = H + A − E, which is the stated form.

**The coefficients.** Put c = A/E and s = B/E. Then c > 0 and c² − s² = (A² − B²)/E² = 1. Take

u = √((c + 1)/2), v = s/(2u).

Then 2uv = s, and

v² = s²/(4u²) = (c² − 1)/(2(c + 1)) = (c − 1)/2.

The difference and sum of u² and v² are therefore 1 and c.

**The excitation energy.** Let N = p†p + q†q. The CCR for p and q give [N, p†] = p† and [N, q†] = q†. The constant in H commutes with everything, so

[H, p†] = Ep†, [H, q†] = Eq†.

If Hψ = λψ and p†ψ ≠ 0, then p†ψ is an eigenvector with energy λ + E.

**The limits of B.** At B = 0 the conditions give E = A, v = 0 and u = ±1: the quasiparticles are the original bosons up to a sign, and the constant vanishes. For small B the constant E − A is approximately −B²/(2A). This is the second-order perturbative shift from a virtual pair, with matrix element B and energy denominator 2A. As |B| approaches A, E tends to zero and v² = (A/E − 1)/2 grows without bound.

## The algebra behind the operators

The Lean file works in an arbitrary ring `R`, which later becomes an algebra over the real numbers.

```lean
import Mathlib

open MvPolynomial

namespace TwoModeBogoliubov

noncomputable section

variable {R : Type*} [Ring R]
```

The six fields of `IsCCR` are the six commutation relations. The names `ad` and `bd` stand for a† and b†, which the file's comments write as a* and b*.

```lean
/-- The canonical commutation relations of two bosonic modes with annihilation operators
`a`, `b` and creation operators `ad`, `bd`. -/
structure IsCCR (a ad b bd : R) : Prop where
  aa : a * ad - ad * a = 1
  bb : b * bd - bd * b = 1
  ab : a * b = b * a
  abd : a * bd = bd * a
  bad : b * ad = ad * b
  adbd : ad * bd = bd * ad
```

At this level `ad` is a separate element, tied to `a` only by the relations. Complex operator algebras are included, since they are also real algebras. For unbounded operators, the products are to be read on a common domain that all four operators map into itself.

```lean
variable [Algebra ℝ R]

/-- The Bogoliubov combination `u x + v y` of two operators. -/
def mix (u v : ℝ) (x y : R) : R := u • x + v • y
```

With `mix`, the operators p, p†, q and q† are `mix u v a bd`, `mix u v ad b`, `mix u v b ad` and `mix u v bd a`. The symbol `•` multiplies an operator by a real number.

```lean
/-- The pair Hamiltonian `A (a*a + b*b) + B (ab + a*b*)`. -/
def pairHamiltonian (A B : ℝ) (a ad b bd : R) : R :=
  A • (ad * a + bd * b) + B • (a * b + ad * bd)

/-- The quasiparticle energy `E = √(A² - B²)`. -/
def energy (A B : ℝ) : ℝ := √(A ^ 2 - B ^ 2)
```

## A concrete pair of modes

No real or complex matrices of finite, nonzero size satisfy [a, a†] = 1, because the trace of a commutator is zero and the trace of the identity is not. Polynomials in two variables do provide an example: differentiation annihilates and multiplication by a variable creates. The relation [a, b] = 0 then says that partial derivatives commute. The next proof establishes this by induction, through constants, sums and multiplication by one variable, using the fact that second derivatives of a variable vanish.

```lean
/-- The two partial derivatives of a real polynomial in two variables commute. -/
theorem pderiv_comm (f : MvPolynomial (Fin 2) ℝ) :
    pderiv 0 (pderiv 1 f) = pderiv 1 (pderiv 0 f) := by
  have hX : ∀ i j k : Fin 2,
      pderiv k (pderiv j (X i : MvPolynomial (Fin 2) ℝ)) = 0 := by
    intro i j k
    rw [pderiv_X, Pi.single_apply]
    split_ifs <;> simp
  induction f using MvPolynomial.induction_on
  · simp
  · rename_i p q hp hq
    simp only [map_add, hp, hq]
  · rename_i p i hp
    simp only [Derivation.leibniz, map_add, smul_eq_mul, hX, hp]
    ring
```

The product rule supplies the relations between derivatives and multiplications. For instance, ∂₀(X₀f) − X₀∂₀f = f.

```lean
set_option maxHeartbeats 400000 in
/-- Multiplication by and differentiation with respect to the two variables of a real
polynomial satisfy the two-mode commutation relations. -/
theorem isCCR_witness :
    IsCCR (R := Module.End ℝ (MvPolynomial (Fin 2) ℝ))
      (pderiv 0).toLinearMap (LinearMap.mulLeft ℝ (X 0))
      (pderiv 1).toLinearMap (LinearMap.mulLeft ℝ (X 1)) := by
  constructor <;> refine LinearMap.ext fun f => ?_ <;>
    simp only [LinearMap.sub_apply, Module.End.mul_apply, Module.End.one_apply,
      Derivation.coeFn_coe, LinearMap.mulLeft_apply]
  · rw [Derivation.leibniz]
    simp [pderiv_X]
  · rw [Derivation.leibniz]
    simp [pderiv_X]
  · exact pderiv_comm f
  · rw [Derivation.leibniz]
    simp [pderiv_X]
  · rw [Derivation.leibniz]
    simp [pderiv_X]
  · exact mul_left_comm _ _ _
```

This example shows that the relations can be realised. It carries no inner product, and none is needed for the algebraic identities.

## Mixing the modes

When `R` has an adjoint operation and the creation operators a† and b† are the adjoints of a and b, the mixed creation operators are the adjoints of the mixed annihilators. The lemma below gives this for p, and exchanging a and b gives it for q.

```lean
/-- In a star algebra the adjoint of `u a + v b*` is `u a* + v b`. -/
theorem star_mix [StarRing R] [StarModule ℝ R] (u v : ℝ) (a b : R) :
    star (mix u v a (star b)) = mix u v (star a) b := by
  simp [mix]
```

The next theorem is the commutator calculation. The facts `haa` and `hbb` rewrite aa† as a†a + 1 and bb† as b†b + 1, and `simp only` expands the products and orders them. What remains in the first two relations is u² − v² = 1 multiplied by the identity operator, which `linear_combination` takes from `huv`. The other four relations follow by collecting coefficients with `module`.

```lean
/-- If `u² - v² = 1`, the operators `p = u a + v b*` and `q = u b + v a*` with their
creation partners again obey the canonical commutation relations. -/
theorem IsCCR.bogoliubov {a ad b bd : R} (h : IsCCR a ad b bd) {u v : ℝ}
    (huv : u ^ 2 - v ^ 2 = 1) :
    IsCCR (mix u v a bd) (mix u v ad b) (mix u v b ad) (mix u v bd a) := by
  have haa := sub_eq_iff_eq_add'.1 h.aa
  have hbb := sub_eq_iff_eq_add'.1 h.bb
  constructor <;>
    simp only [mix, add_mul, mul_add, smul_mul_assoc, mul_smul_comm, haa, hbb,
      h.ab, h.abd, h.bad, h.adbd]
  · linear_combination (norm := module) huv • (1 : R)
  · linear_combination (norm := module) huv • (1 : R)
  all_goals module
```

The expansion of p†p + q†q is a special case of a more general formula, in which the mixed operators also carry a pairing term. Besides the sum found above, it uses

pq + p†q† = (u² + v²)(ab + a†b†) + 2uv(a†a + b†b) + 2uv.

The formula holds for all real u, v, A and B, including mixings that do not preserve the CCR.

```lean
/-- The pair Hamiltonian of the mixed operators is a pair Hamiltonian of the original
modes, with transformed coefficients, plus a constant. -/
theorem pairHamiltonian_mix {a ad b bd : R} (h : IsCCR a ad b bd) (u v A B : ℝ) :
    pairHamiltonian A B (mix u v a bd) (mix u v ad b) (mix u v b ad) (mix u v bd a) =
      pairHamiltonian (A * (u ^ 2 + v ^ 2) + 2 * B * u * v)
        (B * (u ^ 2 + v ^ 2) + 2 * A * u * v) a ad b bd
      + (2 * v ^ 2 * A + 2 * B * u * v) • (1 : R) := by
  have haa := sub_eq_iff_eq_add'.1 h.aa
  have hbb := sub_eq_iff_eq_add'.1 h.bb
  -- expand and bring every product into normal order
  simp only [pairHamiltonian, mix, add_mul, mul_add, smul_mul_assoc, mul_smul_comm,
    haa, hbb, h.ab, h.adbd]
  module
```

## Solving for u and v

Positivity of E follows from A² − B² = (A − B)(A + B), where both factors are positive.

```lean
/-- The quasiparticle energy is positive when `|B| < A`. -/
theorem energy_pos {A B : ℝ} (hAB : |B| < A) : 0 < energy A B := by
  obtain ⟨h1, h2⟩ := abs_lt.1 hAB
  have h3 : 0 < (A - B) * (A + B) := mul_pos (by linarith) (by linarith)
  exact Real.sqrt_pos.2 (by nlinarith)
```

The existence proof follows the construction by hand. `hcs` is c² − s² = 1, and the `generalize` steps replace the quotients and the square root by plain variables. The statement `hv` is v² = (c − 1)/2. Since v is defined as s/(2u), it receives the sign of B, which a square root of (c − 1)/2 alone would lose.

```lean
/-- For `|B| < A` there are real Bogoliubov coefficients with `u² - v² = 1`,
`u² + v² = A/E` and `2uv = B/E`. -/
theorem exists_coefficients {A B : ℝ} (hAB : |B| < A) :
    ∃ u v : ℝ, u ^ 2 - v ^ 2 = 1 ∧ u ^ 2 + v ^ 2 = A / energy A B ∧
      2 * u * v = B / energy A B := by
  have hE := energy_pos hAB
  have hA : 0 < A := lt_of_le_of_lt (abs_nonneg B) hAB
  have hE2 : energy A B ^ 2 = A ^ 2 - B ^ 2 := Real.sq_sqrt (Real.sqrt_pos.1 hE).le
  have hcs : (A / energy A B) ^ 2 - (B / energy A B) ^ 2 = 1 := by
    rw [div_pow, div_pow, ← sub_div, ← hE2, div_self (by positivity)]
  have hc : 0 < A / energy A B := div_pos hA hE
  generalize A / energy A B = c at *
  generalize B / energy A B = s at *
  -- c and s play the roles of cosh and sinh of twice the squeezing parameter
  have hu : √((c + 1) / 2) ^ 2 = (c + 1) / 2 := Real.sq_sqrt (by positivity)
  have hu0 : 0 < √((c + 1) / 2) := Real.sqrt_pos.2 (by positivity)
  generalize √((c + 1) / 2) = u at *
  have hv : (s / (2 * u)) ^ 2 = (c - 1) / 2 := by
    rw [div_pow, mul_pow, hu, div_eq_iff (by positivity)]
    linear_combination -hcs
  refine ⟨u, s / (2 * u), ?_, ?_, ?_⟩
  · rw [hu, hv]; ring
  · rw [hu, hv]; ring
  · exact mul_div_cancel₀ s (by positivity : 2 * u ≠ 0)
```

## The diagonal Hamiltonian and its excitations

The main theorem takes any u and v that satisfy the three conditions, and returns both the CCR for the quasiparticles and the identity for H. Its proof applies `pairHamiltonian_mix` to the diagonal Hamiltonian, with coefficients E and 0. The equations `e1`, `e2` and `e3` identify the resulting coefficients as A, B and A − E, and rearrangement gives the claim.

```lean
/-- Bogoliubov diagonalisation: the quasiparticles `p = u a + v b*`, `q = u b + v a*` obey
the CCR, and the pair Hamiltonian equals `E (p*p + q*q) + E - A`. -/
theorem bogoliubov_diagonalisation {a ad b bd : R} (h : IsCCR a ad b bd) {A B u v : ℝ}
    (hAB : |B| < A) (h1 : u ^ 2 - v ^ 2 = 1) (h2 : u ^ 2 + v ^ 2 = A / energy A B)
    (h3 : 2 * u * v = B / energy A B) :
    IsCCR (mix u v a bd) (mix u v ad b) (mix u v b ad) (mix u v bd a) ∧
    pairHamiltonian A B a ad b bd =
      energy A B • (mix u v ad b * mix u v a bd + mix u v bd a * mix u v b ad)
      + (energy A B - A) • (1 : R) := by
  refine ⟨h.bogoliubov h1, ?_⟩
  have hE := (energy_pos hAB).ne'
  have hA := (eq_div_iff hE).1 h2
  have hB := (eq_div_iff hE).1 h3
  -- transform the diagonal Hamiltonian back to the original modes
  have t := pairHamiltonian_mix h u v (energy A B) 0
  have e1 : energy A B * (u ^ 2 + v ^ 2) + 2 * 0 * u * v = A := by
    linear_combination hA
  have e2 : 0 * (u ^ 2 + v ^ 2) + 2 * energy A B * u * v = B := by
    linear_combination hB
  have e3 : 2 * v ^ 2 * energy A B + 2 * 0 * u * v = A - energy A B := by
    linear_combination hA - energy A B * h1
  rw [e1, e2, e3] at t
  have t' : ∀ p pd q qd : R, pairHamiltonian (energy A B) 0 p pd q qd =
      energy A B • (pd * p + qd * q) := fun p pd q qd => by
    simp only [pairHamiltonian, zero_smul, add_zero]
  rw [t'] at t
  rw [t]
  module
```

This is an identity between operators. It does not construct a state annihilated by p and q, nor does it determine the spectrum of H in a given representation.

The commutators with p† and q† come next. The auxiliary statement `key` says that if Nx = xN + x, then the commutator of EN + c with x is Ex, whatever the constant c. The two `linear_combination` lines verify the premise from the CCR of the quasiparticles, keeping the order of the factors.

```lean
/-- The commutator of the pair Hamiltonian with either quasiparticle creation operator is
`E` times that operator. -/
theorem excitation_energy {a ad b bd : R} (h : IsCCR a ad b bd) {A B u v : ℝ}
    (hAB : |B| < A) (h1 : u ^ 2 - v ^ 2 = 1) (h2 : u ^ 2 + v ^ 2 = A / energy A B)
    (h3 : 2 * u * v = B / energy A B) :
    pairHamiltonian A B a ad b bd * mix u v ad b
        - mix u v ad b * pairHamiltonian A B a ad b bd = energy A B • mix u v ad b ∧
    pairHamiltonian A B a ad b bd * mix u v bd a
        - mix u v bd a * pairHamiltonian A B a ad b bd = energy A B • mix u v bd a := by
  obtain ⟨hp, hH⟩ := bogoliubov_diagonalisation h hAB h1 h2 h3
  rw [hH]
  generalize mix u v a bd = p at *
  generalize mix u v ad b = pd at *
  generalize mix u v b ad = q at *
  generalize mix u v bd a = qd at *
  -- a constant shift of the Hamiltonian drops out of the commutator
  have key : ∀ (N x : R) (E c : ℝ), N * x = x * N + x →
      (E • N + c • (1 : R)) * x - x * (E • N + c • (1 : R)) = E • x := by
    intro N x E c hN
    simp only [add_mul, mul_add, smul_mul_assoc, mul_smul_comm, one_mul, mul_one, hN]
    module
  constructor
  · apply key
    linear_combination (norm := noncomm_ring) pd * hp.aa + qd * hp.bad - hp.adbd * q
  · apply key
    linear_combination (norm := noncomm_ring) qd * hp.bb + pd * hp.abd + hp.adbd * p
```

## Where the pairing term can be removed

By `pairHamiltonian_mix`, a mixing changes the pairing coefficient from B to B(u² + v²) + 2Auv. For A > 0, the last theorem states that some real u and v with u² − v² = 1 make this zero exactly when |B| < A.

In one direction, take the coefficients already found and reverse the sign of v. The sign changes because H is now being rewritten in the new operators, which requires the inverse relation a = up − vq†. In the other direction, square B(u² + v²) = −2Auv and use (u² + v²)² = 1 + 4u²v². This gives

B² = 4u²v²(A² − B²).

If |B| ≥ A > 0, the left side is positive and the right side is not, a contradiction. In the proof this equation is `key`, and `nlinarith` completes the argument.

```lean
/-- For `A > 0`, a real mixing with `u² - v² = 1` that cancels the transformed pairing
coefficient exists exactly when `|B| < A`. -/
theorem pairing_removable_iff {A B : ℝ} (hA : 0 < A) :
    (∃ u v : ℝ, u ^ 2 - v ^ 2 = 1 ∧ B * (u ^ 2 + v ^ 2) + 2 * A * u * v = 0) ↔
      |B| < A := by
  constructor
  · rintro ⟨u, v, h1, h⟩
    by_contra hn
    have hsq : A ^ 2 ≤ B ^ 2 := by
      have := pow_le_pow_left₀ hA.le (not_lt.1 hn) 2
      rwa [sq_abs] at this
    have key : B ^ 2 = 4 * (u * v) ^ 2 * (A ^ 2 - B ^ 2) := by
      linear_combination (B * (u ^ 2 + v ^ 2) - 2 * A * u * v) * h
        - B ^ 2 * (u ^ 2 - v ^ 2 + 1) * h1
    nlinarith [mul_nonneg (sq_nonneg (u * v)) (sub_nonneg.2 hsq), pow_pos hA 2]
  · intro hAB
    obtain ⟨u, v, h1, h2, h3⟩ := exists_coefficients hAB
    exact ⟨u, -v, by linear_combination h1, by linear_combination B * h2 - A * h3⟩

end

end TwoModeBogoliubov
```

The theorem concerns real mixings of the given form. It does not classify every possible transformation of the two modes.

```lean
#print axioms TwoModeBogoliubov.star_mix
#print axioms TwoModeBogoliubov.pairHamiltonian_mix
#print axioms TwoModeBogoliubov.excitation_energy
#print axioms TwoModeBogoliubov.pairing_removable_iff
```

```
'TwoModeBogoliubov.star_mix' depends on axioms: [propext, Classical.choice, Quot.sound]
'TwoModeBogoliubov.pairHamiltonian_mix' depends on axioms: [propext, Classical.choice, Quot.sound]
'TwoModeBogoliubov.excitation_energy' depends on axioms: [propext, Classical.choice, Quot.sound]
'TwoModeBogoliubov.pairing_removable_iff' depends on axioms: [propext, Classical.choice, Quot.sound]
```

## The weakly interacting Bose gas

In the quadratic Bogoliubov approximation for a uniform condensate at rest, with its amplitude chosen real, a and b are the modes with momenta k and −k, where k ≠ 0. Let ε be the kinetic energy at k, n the condensate density and g the contact coupling. Then A = ε + gn and B = gn, so

E = √(ε(ε + 2gn)).

For g ≥ 0 the condition |B| < A holds at every nonzero k. For g < 0 it requires ε > 2|g|n, and so fails at small k when the volume is large enough to contain such momenta.

A program that treats this model one momentum pair at a time can check |B| < A, compute E, and then set u = √((A/E + 1)/2) and v = B/(2Eu). This form of v keeps the sign of B and avoids the subtraction in A/E − 1, which loses digits when B is small. Checking u² − v² = 1 afterwards tests the commutation relations without representing the bosons by truncated matrices, for which those relations fail.
